# The arcsine density between spectral edges a < b has weight 1, mean (a+b)/2 and variance (b−a)²/8

When an electron is added at zero temperature to a Luttinger liquid in which only movers of the same direction interact, its spectrum at fixed momentum diverges at a spin edge and at a charge edge, so a formal account must choose how to treat a density with infinite edge values. Here the density is an explicit real function, integrated from edge to edge, and the convergence of the integrals is a theorem of its own.

## One electron shared between spin and charge

The interaction between movers of the same direction is called g4, and here it doesn't depend on the momentum transferred. Without the coupling g2 between opposite movers, and with linear dispersion, its effect is to split the Fermi velocity into a spin velocity v_s and a charge velocity v_c. Take v_s < v_c, as for repulsion, and a right mover at momentum k > 0 from the Fermi point. At zero temperature the charge part carries momentum q and the spin part k − q, with weight 1/(π√(q(k−q))) for 0 < q < k. With ħ = 1 and frequencies measured from the Fermi energy, the frequency is

ω = v_c q + v_s (k − q).

Changing variable from q to ω gives the spectral function

A(k, ω) = 1/(π√((ω − v_s k)(v_c k − ω))), for v_s k < ω < v_c k.

This passage from the interacting electrons to A(k, ω) is the step that the Lean development takes as given. It starts from the density itself.

For a zero-temperature simulation of this g4-only model with linear dispersion, the moments are reference values in the limit of a long system. They remain finite although the spectrum diverges. A g2 coupling changes the edge exponents and puts weight elsewhere, so the formulas don't carry over to a general Luttinger liquid.

## Edges, weights and moments as Lean objects

The edges v_s k and v_c k become real numbers `a` and `b`, and the frequency ω is called `x`, which is not a position. The function `density a b x` is the expression above, meant for a < x < b. Its normalisation is ∫ A dω = 1, without the factor 2π that some texts use. `centralMoment a b n` is the integral of (x − (a+b)/2)ⁿ times the density, for a natural number n.

The main theorem, `weight_mean_variance`, assumes only a < b and states three equalities: the weight is 1, the mean is (a+b)/2, and the second moment about that mean is (b−a)²/8. Two further theorems give more detail:

- `weight_below` gives the weight between a and any frequency w with a ≤ w ≤ b.
- `central_moments` gives every moment about the midpoint. The odd ones vanish, and the one of order 2n is binom(2n, n)((b−a)/4)²ⁿ.

In `spin_charge_dispersion` the edges are written as `vs * k` and `vc * k`, with `vs < vc` and `0 < k`. The mean is then (v_s + v_c)k/2 and the variance k²(v_c − v_s)²/8. The width of the spectrum, as a standard deviation, grows linearly with k.

Lean gives a non-integrable function the integral 0, so a vanishing odd moment would say little without `integrable_moment`, which shows that all these integrals converge.

## An arcsine gives the weight

Write c = (a+b)/2 for the midpoint, r = (b−a)/2 for half the separation, R(x) = √((x−a)(b−x)), and ρ(x) = 1/(πR(x)) for the density. Let

u = (2x − a − b)/(b − a) = (x − c)/r.

Since (x−a)(b−x) = r² − (x−c)², we have 1 − u² = R²/r². Between the edges, therefore,

d/dx [arcsin(u)/π] = (1/π) · (1/r) · (r/R) = ρ(x).

The arcsine is continuous up to both edges and ρ is positive, so the integral of ρ converges. At x = a we have u = −1 and arcsin(u)/π = −1/2. Hence

∫ from a to w of ρ dx = 1/2 + arcsin((2w − a − b)/(b − a))/π.

At w = b the arcsine is π/2, and the total weight is 1/2 + 1/2 = 1.

## A square root gives the mean

From R² = r² − (x−c)² follows R′ = −(x−c)/R, so

(x − c)ρ = −R′/π.

R vanishes at both edges, and the first central moment is zero. Writing x = (x − c) + c, the mean is 0 + c · 1 = (a+b)/2.

## A recursion gives the variance and the rest

Let M_n be the n-th central moment. The product rule gives

d/dx [(x−c)ⁿ⁺¹ R/π] = (n+1)(x−c)ⁿ R/π − (x−c)ⁿ⁺² ρ.

Now R/π = R²ρ = (r² − (x−c)²)ρ, so the right-hand side equals

(n+1) r² (x−c)ⁿ ρ − (n+2)(x−c)ⁿ⁺² ρ.

The function being differentiated vanishes at both edges. Integration gives

(n+2) M_(n+2) = (n+1) r² M_n.

For n = 0 this is 2M_2 = r², so the variance is r²/2 = (b−a)²/8.

Starting from M_1 = 0, all odd moments vanish. For the even ones, put 2n in place of n and use r² = 4((b−a)/4)²:

M_(2n+2) = [2(2n+1)/(n+1)] ((b−a)/4)² M_(2n).

The bracket is the ratio of binom(2n+2, n+1) to binom(2n, n). With M_0 = 1, induction gives the stated formula.

## Merging edges and a description by an angle

As b approaches a, the variance goes to zero and the density narrows to a single line, as expected when spin and charge move at the same velocity. The limit itself is a delta peak and not a function. At a = b the integral runs over a single point and gives 0, so the weight formula fails if a < b is weakened to a ≤ b.

A different model would define the spectrum as the distribution of c + r cos θ, with θ uniform on [0, π]. The moments would become averages of powers of a cosine, without singular integrands, and a = b would be included as a point mass. The inverse-square-root density, which is the form met in the physics, would then have to be derived.

## The complete Lean development

```lean
import Mathlib

open Set
open scoped Real

noncomputable section

namespace LuttingerSpectralEdges

/-- The spectral density with inverse-square-root singularities at the spin edge `a` and the charge
edge `b`; the formula is meant for `a < x < b`. -/
def density (a b x : ℝ) : ℝ := 1 / (π * √((x - a) * (b - x)))

/-- The `n`-th moment of the spectral density about the midpoint of the two edges,
for `a < b`. -/
def centralMoment (a b : ℝ) (n : ℕ) : ℝ :=
  ∫ x in a..b, (x - (a + b) / 2) ^ n * density a b x

/-- Between the edges, the spectral density is the derivative of an arcsine divided by `π`. -/
theorem hasDerivAt_arcsine {a b x : ℝ} (hx : x ∈ Ioo a b) :
    HasDerivAt (fun y => Real.arcsin ((2 * y - a - b) / (b - a)) / π) (density a b x) x := by
  have h : 0 < b - a := by linarith [hx.1, hx.2]
  have hne : b - a ≠ 0 := h.ne'
  have hp : 0 < (x - a) * (b - x) := mul_pos (sub_pos.2 hx.1) (sub_pos.2 hx.2)
  have hR : √((x - a) * (b - x)) ≠ 0 := (Real.sqrt_pos.2 hp).ne'
  have h1 : (2 * x - a - b) / (b - a) ≠ -1 := by
    intro e
    rw [div_eq_iff hne] at e
    linarith [hx.1]
  have h2 : (2 * x - a - b) / (b - a) ≠ 1 := by
    intro e
    rw [div_eq_iff hne] at e
    linarith [hx.2]
  have hu : HasDerivAt (fun y => (2 * y - a - b) / (b - a)) (2 / (b - a)) x :=
    (((((hasDerivAt_id' x).const_mul 2).sub_const a).sub_const b).div_const
      (b - a)).congr_deriv (by ring)
  -- the rescaled frequency turns the product of edge distances into `1 - u ^ 2`
  have hs : √(1 - ((2 * x - a - b) / (b - a)) ^ 2)
      = 2 / (b - a) * √((x - a) * (b - x)) := by
    have e : 1 - ((2 * x - a - b) / (b - a)) ^ 2
        = (2 / (b - a)) ^ 2 * ((x - a) * (b - x)) := by
      field_simp
      ring
    rw [e, Real.sqrt_mul (sq_nonneg _), Real.sqrt_sq (div_pos two_pos h).le]
  refine (((Real.hasDerivAt_arcsin h1 h2).comp x hu).div_const π).congr_deriv ?_
  rw [hs]
  unfold density
  field_simp

/-- Between the edges, the square root of the product of the edge distances has slope
`-(x - (a + b) / 2)` divided by that same square root. -/
theorem hasDerivAt_root {a b x : ℝ} (hx : x ∈ Ioo a b) :
    HasDerivAt (fun y => √((y - a) * (b - y)))
      (-(x - (a + b) / 2) / √((x - a) * (b - x))) x := by
  have hp : 0 < (x - a) * (b - x) := mul_pos (sub_pos.2 hx.1) (sub_pos.2 hx.2)
  have hq : HasDerivAt (fun y => (y - a) * (b - y)) (2 * (-(x - (a + b) / 2))) x :=
    (((hasDerivAt_id' x).sub_const a).fun_mul
      ((hasDerivAt_id' x).const_sub b)).congr_deriv (by ring)
  exact (hq.sqrt hp.ne').congr_deriv (mul_div_mul_left _ _ two_ne_zero)

/-- For `a < b` the edge singularities are integrable, so every central moment is a
convergent integral. -/
theorem integrable_moment {a b : ℝ} (hab : a < b) (n : ℕ) :
    IntervalIntegrable (fun x => (x - (a + b) / 2) ^ n * density a b x)
      MeasureTheory.volume a b := by
  have hf : Continuous (fun y : ℝ => (2 * y - a - b) / (b - a)) :=
    Continuous.div_const (by fun_prop) _
  have h0 : IntervalIntegrable (density a b) MeasureTheory.volume a b := by
    rw [intervalIntegrable_iff_integrableOn_Ioc_of_le hab.le]
    exact intervalIntegral.integrableOn_deriv_of_nonneg
      ((Real.continuous_arcsin.comp hf).div_const π).continuousOn
      (fun x hx => hasDerivAt_arcsine hx)
      (fun x _ => by unfold density; positivity)
  exact h0.continuousOn_mul (by fun_prop)

/-- For `a < b`, the spectral weight between the lower edge and a frequency `w` in `[a, b]`
follows the arcsine law. -/
theorem weight_below {a b w : ℝ} (hab : a < b) (hw : w ∈ Icc a b) :
    ∫ x in a..w, density a b x
      = 1 / 2 + Real.arcsin ((2 * w - a - b) / (b - a)) / π := by
  have hf : Continuous (fun y : ℝ => (2 * y - a - b) / (b - a)) :=
    Continuous.div_const (by fun_prop) _
  have h0 : IntervalIntegrable (density a b) MeasureTheory.volume a b := by
    simpa using integrable_moment hab 0
  have hi : IntervalIntegrable (density a b) MeasureTheory.volume a w :=
    h0.mono_set (by
      rw [uIcc_of_le hab.le, uIcc_of_le hw.1]
      exact Icc_subset_Icc_right hw.2)
  have key := intervalIntegral.integral_eq_sub_of_hasDerivAt_of_le hw.1
    ((Real.continuous_arcsin.comp hf).div_const π).continuousOn
    (fun x hx => hasDerivAt_arcsine ⟨hx.1, hx.2.trans_le hw.2⟩) hi
  have ha : (2 * a - a - b) / (b - a) = -1 := by
    rw [div_eq_iff (sub_pos.2 hab).ne']
    ring
  have hpi : -(π / 2) / π = -(1 / 2) := by
    rw [div_eq_iff Real.pi_ne_zero]
    ring
  rw [key]
  simp only [Function.comp_apply, ha, Real.arcsin_neg_one, hpi]
  ring

/-- For `a < b`, each central moment fixes the one two orders higher. -/
theorem moment_recursion {a b : ℝ} (hab : a < b) (n : ℕ) :
    ((n : ℝ) + 2) * centralMoment a b (n + 2)
      = ((n : ℝ) + 1) * ((b - a) / 2) ^ 2 * centralMoment a b n := by
  have hd : ∀ x ∈ Ioo a b,
      HasDerivAt (fun y => (y - (a + b) / 2) ^ (n + 1) * √((y - a) * (b - y)) / π)
        (((n : ℝ) + 1) * ((b - a) / 2) ^ 2 * ((x - (a + b) / 2) ^ n * density a b x)
          - ((n : ℝ) + 2) * ((x - (a + b) / 2) ^ (n + 2) * density a b x)) x := by
    intro x hx
    have hp : 0 < (x - a) * (b - x) := mul_pos (sub_pos.2 hx.1) (sub_pos.2 hx.2)
    have hR : 0 < √((x - a) * (b - x)) := Real.sqrt_pos.2 hp
    have hsq := Real.sq_sqrt hp.le
    have hpow : HasDerivAt (fun y => (y - (a + b) / 2) ^ (n + 1))
        (((n : ℝ) + 1) * (x - (a + b) / 2) ^ n) x :=
      (((hasDerivAt_id' x).sub_const ((a + b) / 2)).fun_pow (n + 1)).congr_deriv (by simp)
    have e1 : √((x - a) * (b - x)) / π = (x - a) * (b - x) * density a b x := by
      unfold density
      rw [mul_one_div, div_eq_div_iff Real.pi_ne_zero (mul_pos Real.pi_pos hR).ne']
      linear_combination π * hsq
    have e2 : 1 / √((x - a) * (b - x)) / π = density a b x := by
      unfold density
      rw [div_div, mul_comm π]
    refine ((hpow.fun_mul (hasDerivAt_root hx)).div_const π).congr_deriv ?_
    linear_combination ((n : ℝ) + 1) * (x - (a + b) / 2) ^ n * e1
      - (x - (a + b) / 2) ^ (n + 2) * e2
  have hc : Continuous
      (fun y : ℝ => (y - (a + b) / 2) ^ (n + 1) * √((y - a) * (b - y)) / π) :=
    Continuous.div_const (by fun_prop) _
  have i1 := (integrable_moment hab n).const_mul (((n : ℝ) + 1) * ((b - a) / 2) ^ 2)
  have i2 := (integrable_moment hab (n + 2)).const_mul ((n : ℝ) + 2)
  -- the boundary terms vanish at both edges
  have key := intervalIntegral.integral_eq_sub_of_hasDerivAt_of_le hab.le
    hc.continuousOn hd (i1.sub i2)
  rw [intervalIntegral.integral_sub i1 i2, intervalIntegral.integral_const_mul,
    intervalIntegral.integral_const_mul] at key
  simp only [sub_self, zero_mul, mul_zero, Real.sqrt_zero, zero_div] at key
  unfold centralMoment
  linear_combination -key

/-- For `a < b`, the central moments of order `2n` are central binomial coefficients times
powers of a quarter of the edge separation, and those of order `2n + 1` vanish. -/
theorem central_moments {a b : ℝ} (hab : a < b) (n : ℕ) :
    centralMoment a b (2 * n) = (Nat.centralBinom n : ℝ) * ((b - a) / 4) ^ (2 * n) ∧
      centralMoment a b (2 * n + 1) = 0 := by
  induction n with
  | zero =>
    constructor
    · have hb : (2 * b - a - b) / (b - a) = 1 := by
        rw [div_eq_iff (sub_pos.2 hab).ne']
        ring
      have hpi : π / 2 / π = 1 / 2 := by
        rw [div_eq_iff Real.pi_ne_zero]
        ring
      have hw := weight_below hab (right_mem_Icc.2 hab.le)
      rw [hb, Real.arcsin_one, hpi] at hw
      simp only [centralMoment, mul_zero, pow_zero, one_mul, Nat.centralBinom_zero,
        Nat.cast_one, mul_one]
      rw [hw]
      norm_num
    · have hd : ∀ x ∈ Ioo a b, HasDerivAt (fun y => -√((y - a) * (b - y)) / π)
          ((x - (a + b) / 2) ^ 1 * density a b x) x := fun x hx =>
        ((hasDerivAt_root hx).fun_neg.div_const π).congr_deriv (by unfold density; ring)
      have hc : Continuous (fun y : ℝ => -√((y - a) * (b - y)) / π) :=
        Continuous.div_const (by fun_prop) _
      have key := intervalIntegral.integral_eq_sub_of_hasDerivAt_of_le hab.le
        hc.continuousOn hd (integrable_moment hab 1)
      simp only [sub_self, zero_mul, mul_zero, Real.sqrt_zero, neg_zero, zero_div] at key
      exact key
  | succ n ih =>
    constructor
    · have r := moment_recursion hab (2 * n)
      have hc : ((n : ℝ) + 1) * (Nat.centralBinom (n + 1) : ℝ)
          = 2 * (2 * (n : ℝ) + 1) * (Nat.centralBinom n : ℝ) := by
        exact_mod_cast Nat.succ_mul_centralBinom_succ n
      rw [ih.1] at r
      push_cast at r
      have hn : 2 * (n : ℝ) + 2 ≠ 0 := by positivity
      rw [show 2 * (n + 1) = 2 * n + 2 by ring, pow_add]
      generalize ((b - a) / 4) ^ (2 * n) = Q at r ⊢
      apply mul_left_cancel₀ hn
      linear_combination r - 2 * Q * ((b - a) / 4) ^ 2 * hc
    · have r := moment_recursion hab (2 * n + 1)
      rw [ih.2, mul_zero] at r
      have hn : ((2 * n + 1 : ℕ) : ℝ) + 2 ≠ 0 := by positivity
      exact (mul_eq_zero.1 r).resolve_left hn

/-- For `a < b`, the spectral density has total weight one, mean frequency midway between
the edges, and variance one eighth of the squared edge separation. -/
theorem weight_mean_variance {a b : ℝ} (hab : a < b) :
    (∫ x in a..b, density a b x) = 1 ∧
      (∫ x in a..b, x * density a b x) = (a + b) / 2 ∧
      (∫ x in a..b, (x - (a + b) / 2) ^ 2 * density a b x) = (b - a) ^ 2 / 8 := by
  have m0 : centralMoment a b 0 = 1 := by simpa using (central_moments hab 0).1
  have m1 : centralMoment a b 1 = 0 := (central_moments hab 0).2
  refine ⟨by simpa [centralMoment] using m0, ?_, ?_⟩
  · -- split the frequency into its midpoint and the deviation from it
    have e : (∫ x in a..b, x * density a b x)
        = centralMoment a b 1 + (a + b) / 2 * centralMoment a b 0 := by
      unfold centralMoment
      rw [← intervalIntegral.integral_const_mul, ← intervalIntegral.integral_add
        (integrable_moment hab 1) ((integrable_moment hab 0).const_mul _)]
      congr 1
      ext x
      ring
    rw [e, m0, m1]
    ring
  · have r := moment_recursion hab 0
    simp only [Nat.cast_zero, zero_add] at r
    rw [m0] at r
    change centralMoment a b 2 = _
    linear_combination r / 2

/-- With edges `vs * k` and `vc * k`, for momentum `k > 0` and spin velocity below charge
velocity, the mean frequency is `k` times the average velocity and the variance is
`k ^ 2 * (vc - vs) ^ 2 / 8`. -/
theorem spin_charge_dispersion {vs vc k : ℝ} (hv : vs < vc) (hk : 0 < k) :
    (∫ x in (vs * k)..(vc * k), x * density (vs * k) (vc * k) x) = (vs + vc) / 2 * k ∧
      (∫ x in (vs * k)..(vc * k),
        (x - (vs + vc) / 2 * k) ^ 2 * density (vs * k) (vc * k) x)
        = k ^ 2 * (vc - vs) ^ 2 / 8 := by
  obtain ⟨-, hm, hs⟩ := weight_mean_variance (mul_lt_mul_of_pos_right hv hk)
  have e : (vs * k + vc * k) / 2 = (vs + vc) / 2 * k := by ring
  rw [e] at hm hs
  exact ⟨hm, hs.trans (by ring)⟩

end LuttingerSpectralEdges
```

```lean
#print axioms LuttingerSpectralEdges.weight_mean_variance
-- 'LuttingerSpectralEdges.weight_mean_variance' depends on axioms: [propext, Classical.choice, Quot.sound]
#print axioms LuttingerSpectralEdges.spin_charge_dispersion
-- 'LuttingerSpectralEdges.spin_charge_dispersion' depends on axioms: [propext, Classical.choice, Quot.sound]
```

## Derivatives inside, continuity at the edges

All the integrals are evaluated with `intervalIntegral.integral_eq_sub_of_hasDerivAt_of_le`. This form of the fundamental theorem of calculus asks for a derivative only in the open interval, for continuity on the closed one, and for an integrable derivative. It therefore suits a density that diverges at the edges.

`hasDerivAt_arcsine` and `hasDerivAt_root` are the two derivatives found above. In the first, the step `hs` is the identity √(1 − u²) = R/r. `integrable_moment` obtains integrability of the density from its sign and its continuous antiderivative, then multiplies by a continuous power of x − c. `weight_below` restricts this to the interval from a to w and evaluates the arcsine at the ends.

In `moment_recursion`, `hd` is the derivative of (x−c)ⁿ⁺¹R/π. The equation `e1` is R/π = R²ρ, `e2` rewrites 1/(πR) as ρ, and `linear_combination` assembles the two. The boundary terms are then simplified to zero.

`central_moments` carries the even and odd claims through one induction. Its base case takes the weight from `weight_below` at w = b and the first moment from the square root. The induction step combines the recursion with `Nat.succ_mul_centralBinom_succ`, the ratio of neighbouring central binomials, and cancels the factor 2n + 2.

`weight_mean_variance` reads off the weight, splits x into deviation and midpoint for the mean, and uses the recursion at n = 0 for the variance. `spin_charge_dispersion` substitutes the two edges, whose order follows from v_s < v_c and k > 0.
